# When a Momentum Shift Along the Coupling Vector Can Pay for a Surface Hop, and the Smallest Such Shift

A particle of mass m > 0 and momentum p on a line can give up kinetic energy D by changing its momentum to p + s exactly when p²/(2m) ≥ D, since (p + s)² = p² − 2mD needs a nonnegative right-hand side. With many nuclear coordinates and a shift confined to one direction d, the same argument applies to the part of the kinetic energy that motion along d can release.

In Lean 4 with Mathlib:

```lean
import Mathlib

open Finset

namespace SurfaceHoppingMomentum

noncomputable section

variable {ι : Type*} [Fintype ι]

/-- Kinetic energy of nuclei with masses `m` and momenta `p`. -/
def kinetic (m p : ι → ℝ) : ℝ := ∑ i, p i ^ 2 / (2 * m i)

/-- The coefficient `A`, the sum of the squared components of the coupling vector `d`, each divided
by twice the mass. -/
def coefA (m d : ι → ℝ) : ℝ := ∑ i, d i ^ 2 / (2 * m i)

/-- The coefficient `B`, the nuclear velocity contracted with the coupling vector `d`. -/
def coefB (m p d : ι → ℝ) : ℝ := ∑ i, p i * d i / m i

/-- Shifting the momenta by `s d` lowers the kinetic energy by exactly the gap `D`. -/
def EnergyMatched (m p d : ι → ℝ) (D s : ℝ) : Prop :=
  kinetic m (p + s • d) = kinetic m p - D

/-- The kinetic energy is quadratic in the size of the momentum shift along `d`. -/
theorem kinetic_shift (m p d : ι → ℝ) (s : ℝ) :
    kinetic m (p + s • d) = kinetic m p + s * coefB m p d + s ^ 2 * coefA m d := by
  unfold kinetic coefA coefB
  rw [Finset.mul_sum, Finset.mul_sum, ← Finset.sum_add_distrib, ← Finset.sum_add_distrib]
  apply Finset.sum_congr rfl
  intro i _
  simp only [Pi.add_apply, Pi.smul_apply, smul_eq_mul]
  ring

/-- For positive masses and a nonzero coupling vector, `A` is positive. -/
theorem coefA_pos {m d : ι → ℝ} (hm : ∀ i, 0 < m i) (hd : d ≠ 0) : 0 < coefA m d := by
  obtain ⟨i, hi⟩ := Function.ne_iff.mp hd
  have hi' : d i ≠ 0 := hi
  unfold coefA
  refine Finset.sum_pos' (fun j _ => ?_) ⟨i, Finset.mem_univ i, ?_⟩
  · have := hm j
    positivity
  · have := hm i
    positivity

/-- Energy matching is a quadratic equation for the shift `s`. -/
theorem energyMatched_iff (m p d : ι → ℝ) (D s : ℝ) :
    EnergyMatched m p d D s ↔ coefA m d * s ^ 2 + coefB m p d * s + D = 0 := by
  unfold EnergyMatched
  rw [kinetic_shift]
  constructor <;> intro h <;> linarith

/-- For `A, B > 0` and a nonnegative discriminant, the stated root solves the quadratic
equation, and any other root is strictly larger in magnitude. -/
theorem smallest_root {A B D : ℝ} (hA : 0 < A) (hB : 0 < B) (h : 4 * A * D ≤ B ^ 2) :
    A * (-2 * D / (B + √(B ^ 2 - 4 * A * D))) ^ 2
        + B * (-2 * D / (B + √(B ^ 2 - 4 * A * D))) + D = 0 ∧
      ∀ t, A * t ^ 2 + B * t + D = 0 → t ≠ -2 * D / (B + √(B ^ 2 - 4 * A * D)) →
        |-2 * D / (B + √(B ^ 2 - 4 * A * D))| < |t| := by
  have hr0 : 0 ≤ √(B ^ 2 - 4 * A * D) := Real.sqrt_nonneg _
  have hr : √(B ^ 2 - 4 * A * D) ^ 2 = B ^ 2 - 4 * A * D := Real.sq_sqrt (by linarith)
  generalize √(B ^ 2 - 4 * A * D) = r at hr0 hr ⊢
  have hq : B + r ≠ 0 := by linarith
  have hsq : -2 * D / (B + r) * (B + r) = -2 * D := div_mul_cancel₀ _ hq
  generalize -2 * D / (B + r) = s at hsq ⊢
  -- the root in its usual form, 2 A s = r - B
  have hs : 2 * A * s - r + B = 0 := by
    have h0 : (2 * A * s - r + B) * (B + r) = 0 := by
      linear_combination 2 * A * hsq - hr
    exact (mul_eq_zero.mp h0).resolve_right hq
  have hroot : A * s ^ 2 + B * s + D = 0 := by
    have h4 : 4 * A ≠ 0 := by positivity
    have h0 : 4 * A * (A * s ^ 2 + B * s + D) = 0 := by
      linear_combination (2 * A * s + B + r) * hs + hr
    exact (mul_eq_zero.mp h0).resolve_left h4
  refine ⟨hroot, fun t ht hne => ?_⟩
  -- two distinct roots have sum -B / A
  have hsum : A * (t + s) + B = 0 := by
    have h0 : (t - s) * (A * (t + s) + B) = 0 := by linear_combination ht - hroot
    exact (mul_eq_zero.mp h0).resolve_left (sub_ne_zero.mpr hne)
  have h1 : t + s < 0 := by
    by_contra hc
    have := mul_nonneg hA.le (not_lt.mp hc)
    linarith
  have h2 : t - s < 0 := by
    refine lt_of_le_of_ne ?_ (sub_ne_zero.mpr hne)
    by_contra hc
    have := mul_pos hA (not_le.mp hc)
    linarith
  apply sq_lt_sq.mp
  linarith [mul_pos_of_neg_of_neg h1 h2, show (t + s) * (t - s) = t ^ 2 - s ^ 2 by ring]

/-- A momentum shift along `d` can pay for the gap `D` exactly when `B² ≥ 4AD`; if also
`B > 0`, the stated shift does so and is the unique one of smallest magnitude. -/
theorem momentum_adjustment {m d : ι → ℝ} (p : ι → ℝ) (D : ℝ)
    (hm : ∀ i, 0 < m i) (hd : d ≠ 0) :
    ((∃ s, EnergyMatched m p d D s) ↔ 4 * coefA m d * D ≤ coefB m p d ^ 2) ∧
    (0 < coefB m p d → 4 * coefA m d * D ≤ coefB m p d ^ 2 →
      EnergyMatched m p d D
        (-2 * D / (coefB m p d + √(coefB m p d ^ 2 - 4 * coefA m d * D))) ∧
      ∀ t, EnergyMatched m p d D t →
        t ≠ -2 * D / (coefB m p d + √(coefB m p d ^ 2 - 4 * coefA m d * D)) →
        |-2 * D / (coefB m p d + √(coefB m p d ^ 2 - 4 * coefA m d * D))| < |t|) := by
  have hA := coefA_pos hm hd
  simp only [energyMatched_iff]
  generalize coefA m d = A at hA ⊢
  generalize coefB m p d = B
  refine ⟨⟨?_, fun h => ?_⟩, fun hB h => smallest_root hA hB h⟩
  · -- the discriminant is a perfect square
    rintro ⟨s, hs⟩
    have h0 : (2 * A * s + B) ^ 2 = B ^ 2 - 4 * A * D := by linear_combination 4 * A * hs
    linarith [sq_nonneg (2 * A * s + B)]
  · have hr : √(B ^ 2 - 4 * A * D) ^ 2 = B ^ 2 - 4 * A * D := Real.sq_sqrt (by linarith)
    generalize √(B ^ 2 - 4 * A * D) = r at hr
    have h2 : 2 * A ≠ 0 := by positivity
    have h4 : 4 * A ≠ 0 := by positivity
    refine ⟨(-B + r) / (2 * A), ?_⟩
    have hs : (-B + r) / (2 * A) * (2 * A) = -B + r := div_mul_cancel₀ _ h2
    generalize (-B + r) / (2 * A) = s at hs ⊢
    have h0 : 4 * A * (A * s ^ 2 + B * s + D) = 0 := by
      linear_combination (2 * A * s + B + r) * hs + hr
    exact (mul_eq_zero.mp h0).resolve_left h4

/-- For `B < 0` and `B² ≥ 4AD`, the shift `-2D/(B - √(B² - 4AD))` matches the energy and is the
unique one of smallest magnitude. -/
theorem momentum_adjustment_neg {m p d : ι → ℝ} {D : ℝ} (hm : ∀ i, 0 < m i) (hd : d ≠ 0)
    (hB : coefB m p d < 0) (h : 4 * coefA m d * D ≤ coefB m p d ^ 2) :
    EnergyMatched m p d D
      (-2 * D / (coefB m p d - √(coefB m p d ^ 2 - 4 * coefA m d * D))) ∧
    ∀ t, EnergyMatched m p d D t →
      t ≠ -2 * D / (coefB m p d - √(coefB m p d ^ 2 - 4 * coefA m d * D)) →
      |-2 * D / (coefB m p d - √(coefB m p d ^ 2 - 4 * coefA m d * D))| < |t| := by
  have hA := coefA_pos hm hd
  simp only [energyMatched_iff]
  generalize coefA m d = A at hA h ⊢
  generalize coefB m p d = B at hB h ⊢
  have key := smallest_root (D := D) hA (neg_pos.mpr hB) (by rwa [neg_sq])
  rw [neg_sq] at key
  generalize √(B ^ 2 - 4 * A * D) = r at key ⊢
  -- reflecting s turns this case into the previous one
  have e : -2 * D / (B - r) = -(-2 * D / (-B + r)) := by
    rw [← div_neg]
    congr 1
    ring
  rw [e]
  generalize -2 * D / (-B + r) = s at key ⊢
  refine ⟨by linear_combination key.1, fun t ht hne => ?_⟩
  have h1 := key.2 (-t) (by linear_combination ht) (fun hc => hne (by linarith))
  rwa [abs_neg] at h1 ⊢

/-- The lowest kinetic energy reachable by shifting the momenta along `d` lies `B²/(4A)`
below the initial one. -/
theorem energy_budget {m d : ι → ℝ} (p : ι → ℝ) (hm : ∀ i, 0 < m i) (hd : d ≠ 0) :
    IsLeast (Set.range fun s : ℝ => kinetic m (p + s • d))
      (kinetic m p - coefB m p d ^ 2 / (4 * coefA m d)) := by
  have hA := coefA_pos hm hd
  have key : ∀ s : ℝ, kinetic m (p + s • d) = kinetic m p
      - coefB m p d ^ 2 / (4 * coefA m d)
      + coefA m d * (s + coefB m p d / (2 * coefA m d)) ^ 2 := by
    intro s
    rw [kinetic_shift]
    field_simp
    ring
  constructor
  · exact ⟨-(coefB m p d / (2 * coefA m d)), (key _).trans (by ring)⟩
  · rintro _ ⟨s, rfl⟩
    change _ ≤ kinetic m (p + s • d)
    rw [key s]
    exact le_add_of_nonneg_right (by positivity)

/-- The shift `s = -B/A` keeps the kinetic energy and reverses the velocity component
along `d`. -/
theorem frustrated_reversal {m d : ι → ℝ} (p : ι → ℝ) (hm : ∀ i, 0 < m i) (hd : d ≠ 0) :
    kinetic m (p + (-coefB m p d / coefA m d) • d) = kinetic m p ∧
    coefB m (p + (-coefB m p d / coefA m d) • d) d = -coefB m p d := by
  have hA := (coefA_pos hm hd).ne'
  have hshift : ∀ s : ℝ, coefB m (p + s • d) d = coefB m p d + 2 * s * coefA m d := by
    intro s
    unfold coefB coefA
    rw [Finset.mul_sum, ← Finset.sum_add_distrib]
    apply Finset.sum_congr rfl
    intro i _
    simp only [Pi.add_apply, Pi.smul_apply, smul_eq_mul]
    ring
  have hc : -coefB m p d / coefA m d * coefA m d = -coefB m p d := div_mul_cancel₀ _ hA
  constructor
  · rw [kinetic_shift]
    linear_combination (-coefB m p d / coefA m d) * hc
  · rw [hshift]
    linear_combination 2 * hc

end

end SurfaceHoppingMomentum
```

```lean
#print axioms SurfaceHoppingMomentum.momentum_adjustment
-- 'SurfaceHoppingMomentum.momentum_adjustment' depends on axioms: [propext, Classical.choice, Quot.sound]
#print axioms SurfaceHoppingMomentum.momentum_adjustment_neg
-- 'SurfaceHoppingMomentum.momentum_adjustment_neg' depends on axioms: [propext, Classical.choice, Quot.sound]
#print axioms SurfaceHoppingMomentum.energy_budget
-- 'SurfaceHoppingMomentum.energy_budget' depends on axioms: [propext, Classical.choice, Quot.sound]
#print axioms SurfaceHoppingMomentum.frustrated_reversal
-- 'SurfaceHoppingMomentum.frustrated_reversal' depends on axioms: [propext, Classical.choice, Quot.sound]
```

## The hop as an energy balance

The finite type `ι` labels nuclear coordinates, so an atom in three dimensions contributes three indices with equal masses. The functions `m`, `p` and `d` give the masses, momenta and real coupling vector, and `p + s • d` is the shifted momentum. The definitions are

K(p) = ∑ p_i²/(2m_i)
A = ∑ d_i²/(2m_i)
B = ∑ p_i d_i/m_i

where `kinetic` is K, `coefA` is A and `coefB` is B, the velocity contracted with d.

The gap D is the potential energy of the target surface minus that of the current one at fixed nuclear positions. `EnergyMatched` says K(p + s d) = K(p) − D, which is conservation of total energy across the hop. A positive D is an upward hop, a negative D a downward one.

For positive masses and d ≠ 0, `momentum_adjustment` states that a matching s exists exactly when 4AD ≤ B². If also B > 0, then

s = −2D/(B + √(B² − 4AD))

is a matching shift, and every other one has strictly larger magnitude. `momentum_adjustment_neg` treats B < 0, where the denominator is B − √(B² − 4AD). At B = 0 the existence criterion still holds, but for D < 0 the two solutions ±√(−D/A) tie in magnitude.

In surface hopping simulations with classical nuclei and momentum adjustment along d, this criterion separates energetically allowed hops from frustrated ones. The direction d, the gap and the conservation rule are inputs; hopping probabilities and electronic amplitudes do not enter.

## From the energy balance to a quadratic

For each coordinate,

(p_i + s d_i)²/(2m_i) = p_i²/(2m_i) + s p_i d_i/m_i + s² d_i²/(2m_i).

Summing gives `kinetic_shift`:

K(p + s d) = K(p) + sB + s²A.

Every term of A is nonnegative, and one is positive because d ≠ 0, so A > 0 (`coefA_pos`). Energy matching is therefore the quadratic equation in `energyMatched_iff`:

A s² + B s + D = 0.

Multiplying by 4A and completing the square turns this into

(2As + B)² = B² − 4AD.

A real solution forces the right-hand side to be nonnegative. Conversely, if it is, set r = √(B² − 4AD); then s = (r − B)/(2A) solves the equation. The proof of `momentum_adjustment` follows these two directions, with `linear_combination` checking the algebraic identities.

## Why the stated root is the smaller one

Let B > 0. Since (r − B)(r + B) = r² − B² = −4AD and B + r > 0, the root just found equals −2D/(B + r). `smallest_root` makes this conversion by cancelling the nonzero factor B + r.

Let t be another root. Subtracting the two equations gives

(t − s)(A(t + s) + B) = 0,

so t + s = −B/A < 0. Together with 2As = r − B this yields t − s = −r/A ≤ 0, and t ≠ s makes the inequality strict. Hence

t² − s² = (t + s)(t − s) > 0,

which is |s| < |t|; `sq_lt_sq` supplies this last step. For B < 0, replacing s by −s changes B to −B in the quadratic and reduces the claim to the case already settled.

## The available energy and the frustrated hop

For positive masses and d ≠ 0, completing the square in the kinetic energy itself gives

K(p + s d) = K(p) − B²/(4A) + A(s + B/(2A))².

The minimum, at s = −B/(2A), lies B²/(4A) below the initial energy. `energy_budget` states this with `IsLeast`, meaning that the value is attained and is a lower bound. The hop criterion is thus D ≤ B²/(4A); in the one-dimensional case with d = 1 the budget is p²/(2m).

When a hop is frustrated, one possible response is to reverse the motion along d. A shift by s changes B to B + 2sA and the kinetic energy by s(B + sA). At s = −B/A the contraction B becomes −B and the kinetic energy is unchanged, as `frustrated_reversal` states. The identity itself holds whether or not a hop was refused.
